# The overlap of two bipartite states with the same orthonormal Schmidt vectors is the inner product of their coefficients

The theorem `overlap_schmidtState` concerns two pure states of a bipartite system with finite-dimensional parts, written as coefficient matrices ∑ᵢ cᵢ uᵢvᵢ* and ∑ᵢ dᵢ uᵢvᵢ* over the same finite orthonormal families u and v. It says that their overlap is ∑ᵢ c̄ᵢdᵢ. The coefficients may be any complex numbers and the states need not be normalised; for nonzero states, the normalised overlap is this sum divided by the square root of (∑ᵢ|cᵢ|²)(∑ᵢ|dᵢ|²). The proof moves the sums over Schmidt indices outside, factors each term into an inner product of u vectors times one of v vectors (the step `factor`), and lets orthonormality remove all but the diagonal terms.

This version doesn't compile in Lean 4 with Mathlib:

```lean
import Mathlib

open Matrix

namespace SchmidtTruncation

noncomputable section

variable {m n ι : Type*} [Fintype m] [Fintype n] [Fintype ι] [DecidableEq ι]

/-- The overlap of two bipartite states given by their coefficient matrices. -/
def overlap (A B : Matrix m n ℂ) : ℂ := ∑ a, ∑ b, star (A a b) * B a b

/-- The vectors `u i` are orthonormal. -/
def IsOrthonormalFamily (u : ι → m → ℂ) : Prop :=
  ∀ i j, star (u i) ⬝ᵥ u j = if i = j then 1 else 0

/-- The coefficient matrix `∑ i, c i u_i v_i*`. -/
def schmidtState (u : ι → m → ℂ) (v : ι → n → ℂ) (c : ι → ℂ) : Matrix m n ℂ :=
  Matrix.of fun a b => ∑ i, c i * (u i a * star (v i b))

/-- The overlap of two Schmidt sums over the same orthonormal families is the
inner product of their coefficients. -/
theorem overlap_schmidtState {u : ι → m → ℂ} {v : ι → n → ℂ}
    (hu : IsOrthonormalFamily u) (hv : IsOrthonormalFamily v) (c d : ι → ℂ) :
    overlap (schmidtState u v c) (schmidtState u v d) = ∑ i, star (c i) * d i := by
  -- Move the sums over Schmidt indices outside the sums over matrix entries.
  have swap : ∀ F : m → n → ι → ι → ℂ,
      ∑ a, ∑ b, ∑ i, ∑ j, F a b i j = ∑ i, ∑ j, ∑ a, ∑ b, F a b i j := by
    intro F
    calc _ = ∑ a, ∑ i, ∑ b, ∑ j, F a b i j :=
          Finset.sum_congr rfl fun a _ => Finset.sum_comm
      _ = ∑ i, ∑ a, ∑ b, ∑ j, F a b i j := Finset.sum_comm
      _ = ∑ i, ∑ a, ∑ j, ∑ b, F a b i j :=
          Finset.sum_congr rfl fun i _ => Finset.sum_congr rfl fun a _ => Finset.sum_comm
      _ = _ := Finset.sum_congr rfl fun i _ => Finset.sum_comm
  simp only [overlap, schmidtState, Matrix.of_apply, star_sum, Finset.sum_mul_sum,
    star_mul', star_star]
  refine (swap _).trans ?_
  refine Finset.sum_congr rfl fun i _ => ?_
  have factor : ∀ j, ∑ a, ∑ b,
      star (c i) * (star (u i a) * v i b) * (d j * (u j a * star (v j b))) =
      star (c i) * d j * ((star (u i) ⬝ᵥ u j) * (star (v j) ⬝ᵥ v i)) := by
    intro j
    simp only [dotProduct, Pi.star_apply, Finset.sum_mul_sum, Finset.mul_sum]
    exact Finset.sum_congr rfl fun a _ => Finset.sum_congr rfl fun b _ => by ring
  refine (Finset.sum_congr rfl fun j _ => factor j).trans ?_
  -- Orthonormality leaves only the diagonal term.
  rw [Finset.sum_eq_single i]
  · rw [hu i i, hv i i]
    simp
  · intro j _ hj
    rw [hu i j, if_neg (Ne.symm hj)]
    simp
  · simp

end

end SchmidtTruncation
```

Lean reports:

```
Main.lean:46:77: error: `ring_nf` made no progress on the goal
Main.lean:46:4: error: Type mismatch
  Finset.sum_congr rfl fun a x => Finset.sum_congr rfl fun b x_1 => ?m.437
has type
  ∑ a ∈ ?m.410, Finset.sum (?m.427 a) (?m.428 a) =
    Finset.sum.{?u.293, ?u.297} ?m.410 fun a => Finset.sum (?m.427 a) (?m.432 a)
but is expected to have type
  ∑ a, ∑ b, star (c i) * (star (u i a) * v i b) * (d j * (u j a * star (v j b))) =
    Finset.sum.{u_2, 0} Finset.univ fun i_1 =>
      star (c i) * d j * ((∑ x, star (u i x) * u j x) * (star (v j i_1) * v i i_1))
Main.lean:45:42: warning: This simp argument is unused:
  Finset.sum_mul_sum

Hint: Omit it from the simp argument list.
  [apply] simp only [dotProduct, Pi.star_apply, Finset.mul_sum]

Note: This linter can be disabled with `set_option linter.unusedSimpArgs false`
```

The error is in `factor`, whose left side is a double sum, over `a` and then `b`. The right side has a product of two sums, which `Finset.sum_mul_sum` would turn into a double sum of the same shape. But `simp only` was also given `Finset.mul_sum`, which applied first and moved the first sum, as a plain factor, inside the second. `Finset.sum_mul_sum` then had nothing to match, hence the linter's warning that it is unused. The right side became a single sum over the index of `v`, with the sum over the index of `u` still a factor inside it, so the two nested `Finset.sum_congr` did not fit, which is the type mismatch. The `ring_nf` message is a consequence, since without that match `ring` never got the intended equation between summands.

The repair fixes the order with `rw`. `Finset.sum_mul_sum` first makes the double sum, and `Finset.mul_sum` takes the prefactor into the outer sum. Once `Finset.sum_congr` has fixed `a`, a second `Finset.mul_sum` takes it into the inner one. The summands then correspond, and `ring` proves them equal.

The mended proof, as a diff:

```diff
@@ -43,6 +43,9 @@
       star (c i) * d j * ((star (u i) ⬝ᵥ u j) * (star (v j) ⬝ᵥ v i)) := by
     intro j
-    simp only [dotProduct, Pi.star_apply, Finset.sum_mul_sum, Finset.mul_sum]
-    exact Finset.sum_congr rfl fun a _ => Finset.sum_congr rfl fun b _ => by ring
+    simp only [dotProduct, Pi.star_apply]
+    rw [Finset.sum_mul_sum, Finset.mul_sum]
+    refine Finset.sum_congr rfl fun a _ => ?_
+    rw [Finset.mul_sum]
+    exact Finset.sum_congr rfl fun b _ => by ring
   refine (Finset.sum_congr rfl fun j _ => factor j).trans ?_
   -- Orthonormality leaves only the diagonal term.
```
